# On a finite grid with positive weights, cell averaging gives the unique least-squares cell-constant fit to a potential

Replacing a potential $V$ by its weighted average over each spherical shell and over the interstitial gives the cell-constant function closest to $V$ in the weighted least-squares sense, and no other cell-constant function does as well. The squared residual should be $\|V\|^2-\|V_{\mathrm{MT}}\|^2$, which should also be the sum of the weighted variances within the cells. I use this muffin-tin averaging in APW and LAPW work and would like to see these statements made rigorous for a finite grid and checked by machine. How does the proof go, and what exactly does it assume?

## The residual is orthogonal to cell-constant functions

All of it holds for any real $V$ and any division of the grid into cells, provided that every quadrature weight is positive. Let point $i$ have weight $w_i>0$ and cell label $c(i)$, and let $C_k$ be the set of points with label $k$. For each occupied cell define

$$W_k=\sum_{i\in C_k}w_i,\qquad \bar V_k=\frac1{W_k}\sum_{i\in C_k}w_iV_i,\qquad (V_{\mathrm{MT}})_i=\bar V_{c(i)},$$

and let $\|f\|^2=\sum_i w_if_i^2$. If $f$ is cell-constant, with value $\varphi_k$ on $C_k$, then

$$\sum_i w_i\,(V-V_{\mathrm{MT}})_i\,f_i=\sum_k\varphi_k\Big(\sum_{i\in C_k}w_iV_i-W_k\bar V_k\Big)=0 .$$

Now write $V-f=(V-V_{\mathrm{MT}})+(V_{\mathrm{MT}}-f)$. The second term is cell-constant, so the cross term in the square vanishes:

$$\|V-f\|^2=\|V-V_{\mathrm{MT}}\|^2+\|V_{\mathrm{MT}}-f\|^2 .$$

If $f\neq V_{\mathrm{MT}}$, they differ at some point, whose positive weight makes the last term positive. Hence $f$ has a strictly larger error. Choosing $f=0$ gives

$$\|V-V_{\mathrm{MT}}\|^2=\|V\|^2-\|V_{\mathrm{MT}}\|^2 .$$

Grouping the residual by cells gives

$$\|V-V_{\mathrm{MT}}\|^2=\sum_k\sum_{i\in C_k}w_i(V_i-\bar V_k)^2=\sum_kW_k\sigma_k^2,$$

where $\sigma_k^2=W_k^{-1}\sum_{i\in C_k}w_i(V_i-\bar V_k)^2$ is the variance within the cell.

## Grid, cells and potential in Lean

The finite type `ι` holds the grid points, `κ` the labels, and `c : ι → κ` assigns one to the other. `IsCellConstant c f` says that $f$ agrees at any two points with the same label. `muffinTin w c V` is $V_{\mathrm{MT}}$, and `normSq` is the squared norm.

The main theorem, `muffinTin_leastSquares`, has four parts: $V_{\mathrm{MT}}$ is cell-constant, every other cell-constant function has a strictly larger squared error, and the squared residual equals both the difference of the squared norms and the weighted variance sum. That sum runs over `univ.image c`, the occupied labels.

The hypothesis `hw` requires positive weights, as for volume elements; some angular quadrature rules have negative weights and are excluded. No sphere geometry enters, since a shell is simply a set of points sharing a label. The continuum limit and quadrature error are not treated.

```lean
import Mathlib

open Finset

namespace MuffinTinPartition

noncomputable section

/-- A function on the grid is cell-constant if it takes equal values at any two points
of the same cell; `c i` is the label of the cell (a shell or the interstitial) of point `i`. -/
def IsCellConstant {ι κ : Type*} (c : ι → κ) (f : ι → ℝ) : Prop :=
  ∀ i j, c i = c j → f i = f j

variable {ι κ : Type*} [Fintype ι] [DecidableEq κ]

/-- The grid points that lie in the cell with label `k`. -/
def cell (c : ι → κ) (k : κ) : Finset ι := univ.filter (fun i => c i = k)

/-- The total quadrature weight (volume) of a cell. -/
def cellWeight (w : ι → ℝ) (c : ι → κ) (k : κ) : ℝ := ∑ i ∈ cell c k, w i

/-- The weighted average of `V` over a cell. -/
def cellAverage (w : ι → ℝ) (c : ι → κ) (V : ι → ℝ) (k : κ) : ℝ :=
  (∑ i ∈ cell c k, w i * V i) / cellWeight w c k

/-- The weighted variance of `V` within a cell. -/
def cellVariance (w : ι → ℝ) (c : ι → κ) (V : ι → ℝ) (k : κ) : ℝ :=
  cellAverage w c (fun i => (V i - cellAverage w c V k) ^ 2) k

/-- The muffin-tin potential: at each grid point, the average of `V` over the cell
of that point. -/
def muffinTin (w : ι → ℝ) (c : ι → κ) (V : ι → ℝ) (i : ι) : ℝ :=
  cellAverage w c V (c i)

/-- The squared norm of a grid function with quadrature weights `w`. -/
def normSq (w : ι → ℝ) (f : ι → ℝ) : ℝ := ∑ i, w i * f i ^ 2

variable {w : ι → ℝ} {c : ι → κ}

/-- A sum over the grid can be carried out cell by cell over the occupied cells. -/
theorem sum_cells (c : ι → κ) (f : ι → ℝ) :
    ∑ k ∈ univ.image c, ∑ i ∈ cell c k, f i = ∑ i, f i :=
  Finset.sum_fiberwise_of_maps_to
    (fun i _ => Finset.mem_image_of_mem c (Finset.mem_univ i)) f

/-- In an occupied cell, the weight times the average of `V` is the weighted sum of `V`. -/
theorem cellWeight_mul_cellAverage (hw : ∀ i, 0 < w i) (V : ι → ℝ) (i : ι) :
    cellWeight w c (c i) * cellAverage w c V (c i) = ∑ j ∈ cell c (c i), w j * V j := by
  have hpos : 0 < cellWeight w c (c i) :=
    Finset.sum_pos (fun j _ => hw j) ⟨i, by simp [cell]⟩
  have hne : cellWeight w c (c i) ≠ 0 := hpos.ne'
  rw [cellAverage]
  field_simp

/-- The residual `V - V_MT` is orthogonal to every cell-constant function. -/
theorem residual_orthogonal (hw : ∀ i, 0 < w i) (V : ι → ℝ) {f : ι → ℝ}
    (hf : IsCellConstant c f) :
    ∑ i, w i * (V i - muffinTin w c V i) * f i = 0 := by
  rw [← sum_cells c]
  apply Finset.sum_eq_zero
  intro k hk
  obtain ⟨i₀, -, rfl⟩ := Finset.mem_image.mp hk
  have h := cellWeight_mul_cellAverage (c := c) hw V i₀
  -- within one cell both `f` and the average are constants
  calc ∑ i ∈ cell c (c i₀), w i * (V i - muffinTin w c V i) * f i
      = ∑ i ∈ cell c (c i₀), (w i * V i - w i * cellAverage w c V (c i₀)) * f i₀ := by
        refine Finset.sum_congr rfl fun i hi => ?_
        have hi' : c i = c i₀ := by simpa [cell] using hi
        rw [muffinTin, hi', hf i i₀ hi']
        ring
    _ = 0 := by
        rw [← Finset.sum_mul, Finset.sum_sub_distrib, ← Finset.sum_mul, ← h, cellWeight]
        ring

/-- The muffin-tin potential has the same weighted sum over the grid as `V`. -/
theorem sum_muffinTin (hw : ∀ i, 0 < w i) (V : ι → ℝ) :
    ∑ i, w i * muffinTin w c V i = ∑ i, w i * V i := by
  have h := residual_orthogonal (c := c) hw V (f := fun _ => 1) (fun _ _ _ => rfl)
  simp only [mul_one, mul_sub, Finset.sum_sub_distrib] at h
  linarith

/-- The squared error of a cell-constant trial function `f` is the squared residual of the
muffin-tin potential plus the squared distance from that potential to `f`. -/
theorem pythagoras (hw : ∀ i, 0 < w i) (V : ι → ℝ) {f : ι → ℝ}
    (hf : IsCellConstant c f) :
    normSq w (V - f) =
      normSq w (V - muffinTin w c V) + normSq w (muffinTin w c V - f) := by
  have hg : IsCellConstant c (fun i => muffinTin w c V i - f i) := by
    intro i j hij
    simp only [muffinTin, hij, hf i j hij]
  have h := residual_orthogonal hw V hg
  -- expand the square; the cross term is the vanishing inner product
  have key : normSq w (V - f) =
      normSq w (V - muffinTin w c V) + normSq w (muffinTin w c V - f)
        + 2 * ∑ i, w i * (V i - muffinTin w c V i) * (muffinTin w c V i - f i) := by
    simp only [normSq, Pi.sub_apply, Finset.mul_sum, ← Finset.sum_add_distrib]
    exact Finset.sum_congr rfl fun i _ => by ring
  rw [key, h]
  ring

/-- With positive weights, a nonzero grid function has positive squared norm. -/
theorem normSq_pos (hw : ∀ i, 0 < w i) {f : ι → ℝ} (hf : f ≠ 0) : 0 < normSq w f := by
  obtain ⟨i, hi⟩ := Function.ne_iff.mp hf
  have hi' : f i ≠ 0 := hi
  have hwi := hw i
  exact Finset.sum_pos' (fun j _ => mul_nonneg (hw j).le (sq_nonneg _))
    ⟨i, Finset.mem_univ i, by positivity⟩

/-- The muffin-tin potential is the unique least-squares approximation to `V` among
cell-constant functions. Its squared residual is the difference of the squared norms of `V`
and `V_MT`, and equals the sum of the within-cell variances weighted by cell weight. -/
theorem muffinTin_leastSquares (hw : ∀ i, 0 < w i) (V : ι → ℝ) :
    IsCellConstant c (muffinTin w c V) ∧
    (∀ f, IsCellConstant c f → f ≠ muffinTin w c V →
      normSq w (V - muffinTin w c V) < normSq w (V - f)) ∧
    normSq w (V - muffinTin w c V) = normSq w V - normSq w (muffinTin w c V) ∧
    normSq w (V - muffinTin w c V) =
      ∑ k ∈ univ.image c, cellWeight w c k * cellVariance w c V k := by
  refine ⟨fun i j hij => by simp only [muffinTin, hij], fun f hf hne => ?_, ?_, ?_⟩
  · have h := pythagoras hw V hf
    have hp := normSq_pos hw (sub_ne_zero.mpr hne.symm)
    linarith
  · -- the trial function zero
    have h := pythagoras (c := c) hw V (f := 0) (fun _ _ _ => rfl)
    rw [sub_zero, sub_zero] at h
    linarith
  · -- regroup the residual by cells
    rw [normSq, ← sum_cells c]
    refine Finset.sum_congr rfl fun k hk => ?_
    obtain ⟨i₀, -, rfl⟩ := Finset.mem_image.mp hk
    rw [cellVariance, cellWeight_mul_cellAverage hw]
    refine Finset.sum_congr rfl fun i hi => ?_
    have hi' : c i = c i₀ := by simpa [cell] using hi
    simp only [Pi.sub_apply, muffinTin, hi']

/-- The muffin-tin residual vanishes exactly when `V` is itself cell-constant. -/
theorem residual_eq_zero_iff (hw : ∀ i, 0 < w i) (V : ι → ℝ) :
    normSq w (V - muffinTin w c V) = 0 ↔ IsCellConstant c V := by
  constructor
  · intro h i j hij
    have hV : V - muffinTin w c V = 0 := by
      by_contra hne
      exact (normSq_pos hw hne).ne' h
    rw [sub_eq_zero.mp hV]
    simp only [muffinTin, hij]
  · intro hV
    by_contra hne
    have hdiff : V ≠ muffinTin w c V := by
      intro heq
      exact hne (by rw [← heq]; simp [normSq])
    have h := (muffinTin_leastSquares (c := c) hw V).2.1 V hV hdiff
    have h0 : normSq w (V - V) = 0 := by simp [normSq]
    have hp := normSq_pos hw (sub_ne_zero.mpr hdiff)
    linarith

/-- Refining the partition into cells never increases the squared muffin-tin residual. -/
theorem residual_le_of_refinement {κ' : Type*} [DecidableEq κ'] {c' : ι → κ'}
    (hw : ∀ i, 0 < w i) (V : ι → ℝ) (href : ∀ i j, c' i = c' j → c i = c j) :
    normSq w (V - muffinTin w c' V) ≤ normSq w (V - muffinTin w c V) := by
  -- the coarse average is an admissible trial function on the fine partition
  have hf : IsCellConstant c' (muffinTin w c V) := by
    intro i j hij
    simp only [muffinTin, href i j hij]
  have h := pythagoras hw V hf
  have hn : 0 ≤ normSq w (muffinTin w c' V - muffinTin w c V) :=
    Finset.sum_nonneg fun i _ => mul_nonneg (hw i).le (sq_nonneg _)
  linarith

end

end MuffinTinPartition
```

```lean
#print axioms MuffinTinPartition.sum_muffinTin
#print axioms MuffinTinPartition.muffinTin_leastSquares
#print axioms MuffinTinPartition.residual_eq_zero_iff
#print axioms MuffinTinPartition.residual_le_of_refinement
```

```
'MuffinTinPartition.sum_muffinTin' depends on axioms: [propext, Classical.choice, Quot.sound]
'MuffinTinPartition.muffinTin_leastSquares' depends on axioms: [propext, Classical.choice, Quot.sound]
'MuffinTinPartition.residual_eq_zero_iff' depends on axioms: [propext, Classical.choice, Quot.sound]
'MuffinTinPartition.residual_le_of_refinement' depends on axioms: [propext, Classical.choice, Quot.sound]
```

## From cell sums to strict optimality

`sum_cells` regroups a grid sum by cells, and `cellWeight_mul_cellAverage` is $W_k\bar V_k=\sum_{i\in C_k}w_iV_i$. `residual_orthogonal` combines them: its `calc` block replaces $f$ and the average by their constants in one cell, then cancels the two sums.

In `pythagoras`, `key` expands the square and orthogonality removes the cross term. `normSq_pos` supplies the strict inequality. The main theorem then uses a general $f$, the trial function zero, and regrouping by cells, as above.

Three consequences are also proved. Taking $f=1$ in the orthogonality relation shows that averaging preserves the weighted sum of $V$ (`sum_muffinTin`). The residual vanishes exactly when $V$ is cell-constant (`residual_eq_zero_iff`). Refining the partition never increases the residual (`residual_le_of_refinement`), because the coarse average is an admissible trial function on the finer cells.

## Averaging in a calculation

On a grid, a code can accumulate $\sum w_i$ and $\sum w_iV_i$ for each label, divide, and copy the result back to the points. The exact angular average over a sphere is the $\ell=0$ part of the potential at that radius; with angular quadrature weights, the average over grid points at that radius reproduces it up to quadrature error. When the residual is small compared with $\|V\|^2$, summing squared deviations is numerically safer than subtracting two nearly equal norms.

For electronic structure, if each shell holds only points at one radius from its atom, the residual measures how much of a given potential the muffin-tin shape discards on the finite grid. If a shell holds points at several radii, the residual also includes the radial variation within that shell. In either case the residual is an error in the potential, not in the band energies.
